# Real ground states of a lattice condensate with negative hopping between all sites have one strict sign

Let $H$ be a real symmetric matrix on a finite set of sites with $H_{ij}<0$ for all $i\neq j$, and let $U$ be any real number. Every minimizer of

$$E(x)=\sum_{i,j}x_iH_{ij}x_j+\frac U2\sum_i x_i^4,\qquad \sum_i x_i^2=1,$$

over real vectors is either strictly positive on all sites or strictly negative on all sites. This holds for repulsive ($U>0$) and attractive ($U<0$) interactions alike. In quantum mechanics, it says that a mean-field condensate with real amplitudes and such hopping has no node in its ground state.

## The energy and its minimizers

The sites form a finite type `n`, with no geometry beyond what $H$ encodes.

```lean
import Mathlib

open Matrix

namespace LatticeCondensateSign

noncomputable section

variable {n : Type*} [Fintype n]
```

The off-diagonal entries are hopping amplitudes, $H_{ij}=-t_{ij}$ with $t_{ij}>0$, so that equal signs on two sites lower the kinetic energy. The diagonal entries are on-site energies and are unrestricted. Since $x$ has norm one, $U$ absorbs the particle number. In Lean, the quadratic term is `x ⬝ᵥ (H *ᵥ x)`.

```lean
/-- Mean-field energy of a real lattice amplitude `x`: hopping and on-site terms `⟨x, Hx⟩`
plus the contact interaction `(U/2) ∑ x(i)^4`. -/
def energy (H : Matrix n n ℝ) (U : ℝ) (x : n → ℝ) : ℝ :=
  x ⬝ᵥ (H *ᵥ x) + U / 2 * ∑ i, x i ^ 4
```

A ground state is a global minimizer on the unit sphere; a stationary point or a local minimum does not qualify. Amplitudes are real, so complex hopping phases from a magnetic field are not covered.

```lean
/-- A ground state is a normalized real amplitude whose energy is minimal among all
normalized real amplitudes. -/
def IsGroundState (H : Matrix n n ℝ) (U : ℝ) (x : n → ℝ) : Prop :=
  ∑ i, x i ^ 2 = 1 ∧ ∀ y : n → ℝ, ∑ i, y i ^ 2 = 1 → energy H U x ≤ energy H U y
```

If all components vanished, the norm would be $0$ and not $1$. Some site $m$ therefore has $x_m\neq0$.

```lean
/-- A normalized amplitude is nonzero on some site. -/
lemma exists_occupied {x : n → ℝ} (hx : ∑ i, x i ^ 2 = 1) : ∃ m, x m ≠ 0 := by
  by_contra h
  push Not at h
  simp [h] at hx
```

## Removing the signs

Compare $x$ with $|x|$, taken component by component. The norm and the quartic term are unchanged, so

$$E(x)-E(|x|)=\sum_{i,j}H_{ij}\bigl(x_ix_j-|x_i||x_j|\bigr).$$

The proof cancels the interaction terms and compares the double sums term by term.

```lean
/-- The energy difference between `x` and `|x|` is a sum over pairs of sites in which the
interaction does not appear. -/
theorem energy_sub_energy_abs (H : Matrix n n ℝ) (U : ℝ) (x : n → ℝ) :
    energy H U x - energy H U (fun i => |x i|) =
      ∑ i, ∑ j, H i j * (x i * x j - |x i| * |x j|) := by
  have h4 : ∀ i, |x i| ^ 4 = x i ^ 4 := fun i => by
    rw [← abs_pow]
    exact abs_of_nonneg (by positivity)
  simp only [energy, dotProduct, mulVec, h4, Finset.mul_sum]
  rw [add_sub_add_right_eq_sub, ← Finset.sum_sub_distrib]
  refine Finset.sum_congr rfl fun i _ => ?_
  rw [← Finset.sum_sub_distrib]
  exact Finset.sum_congr rfl fun j _ => by ring
```

The diagonal terms on the right are zero. For $i\neq j$ both factors are at most zero, so every term is nonnegative. If $x_ix_j<0$ for some pair, its term equals $2H_{ij}x_ix_j>0$, and $E(|x|)<E(x)$ contradicts minimality. Hence $x_ix_j\ge0$ for all pairs.

In the code, `hterm` is the sign of each term and `hpos` the strict inequality for the offending pair. Two uses of `Finset.single_le_sum` bound that one term by the whole double sum.

```lean
/-- With strictly negative off-diagonal entries, no two amplitudes of a ground state have
opposite signs. -/
theorem IsGroundState.mul_nonneg {H : Matrix n n ℝ} {U : ℝ} {x : n → ℝ}
    (hneg : ∀ i j, i ≠ j → H i j < 0) (hx : IsGroundState H U x) (i j : n) :
    0 ≤ x i * x j := by
  have hE := hx.2 (fun i => |x i|) (by simpa only [sq_abs] using hx.1)
  have hid := energy_sub_energy_abs H U x
  have hterm : ∀ a b, 0 ≤ H a b * (x a * x b - |x a| * |x b|) := by
    intro a b
    by_cases hab : a = b
    · subst hab
      rw [abs_mul_abs_self, sub_self, mul_zero]
    · have h1 : x a * x b - |x a| * |x b| ≤ 0 := by
        rw [← abs_mul]
        linarith [le_abs_self (x a * x b)]
      nlinarith [hneg a b hab]
  by_contra h
  have hlt : x i * x j < 0 := not_le.mp h
  have hij : i ≠ j := by
    rintro rfl
    exact h (mul_self_nonneg _)
  -- a pair of opposite signs would make the energy of `|x|` strictly lower
  have hpos : 0 < H i j * (x i * x j - |x i| * |x j|) := by
    apply mul_pos_of_neg_of_neg (hneg i j hij)
    rw [← abs_mul]
    linarith [abs_nonneg (x i * x j)]
  have s1 := Finset.single_le_sum (f := fun b => H i b * (x i * x b - |x i| * |x b|))
    (fun b _ => hterm i b) (Finset.mem_univ j)
  have s2 := Finset.single_le_sum
    (f := fun a => ∑ b, H a b * (x a * x b - |x a| * |x b|))
    (fun a _ => Finset.sum_nonneg fun b _ => hterm a b) (Finset.mem_univ i)
  linarith
```

## Rotating towards an empty site

Zeros remain to be excluded. Suppose $x_k=0$, let $e_k$ be the unit vector on site $k$, and take $y=cx+se_k$ with $c^2+s^2=1$. Write $A=\langle x,Hx\rangle$, $b=(Hx)_k$, $h=H_{kk}$ and $Q=\sum_i x_i^4$. Then

$$E(y)=c^2A+2csb+s^2h+\frac U2\,(c^4Q+s^4).$$

Using $c^2-1=-s^2$ and $c^4-1=-s^2(1+c^2)$,

$$E(y)-E(x)=2csb+s^2\Bigl[h-A+\frac U2\bigl(s^2-(1+c^2)Q\bigr)\Bigr].$$

The bracket is at most $M=|h-A|+\frac{|U|}2(1+2|Q|)$, so minimality gives $0\le 2csb+s^2M$ for every angle. Choose $c=(M+1)/r$ and $s=-b/r$ with $r^2=(M+1)^2+b^2$. The right-hand side becomes $-b^2(M+2)/r^2$, which is negative unless $b=0$.

The lemma states this for arbitrary real numbers $A,b,h,U,Q$. The bound is `key`, the exact energy difference is `h7`, and the explicit angle replaces a derivative.

```lean
/-- If the energy along a circle of rotation angles is minimal at angle zero, the coefficient
`b` of its first-order term vanishes. -/
lemma first_order_vanishes {A b h U Q : ℝ}
    (hmin : ∀ c s : ℝ, c ^ 2 + s ^ 2 = 1 → A + U / 2 * Q ≤
      c ^ 2 * A + 2 * c * s * b + s ^ 2 * h + U / 2 * (c ^ 4 * Q + s ^ 4)) : b = 0 := by
  by_contra hb
  obtain ⟨M, hM⟩ : ∃ M, M = |h - A| + |U / 2| * (1 + 2 * |Q|) := ⟨_, rfl⟩
  have hM0 : 0 ≤ M := by rw [hM]; positivity
  -- second-order terms are bounded by `M s²`
  have key : ∀ c s : ℝ, c ^ 2 + s ^ 2 = 1 → 0 ≤ 2 * c * s * b + s ^ 2 * M := by
    intro c s hcs
    have h1 : |(1 + c ^ 2) * Q| ≤ 2 * |Q| := by
      rw [abs_mul, abs_of_pos (by positivity : (0 : ℝ) < 1 + c ^ 2)]
      exact mul_le_mul_of_nonneg_right (by nlinarith [sq_nonneg s]) (abs_nonneg _)
    have h2 : |s ^ 2 - (1 + c ^ 2) * Q| ≤ 1 + 2 * |Q| := by
      have h3 := abs_le.mp h1
      rw [abs_le]
      constructor <;> linarith [h3.1, h3.2, sq_nonneg s, sq_nonneg c]
    have h4 : U / 2 * (s ^ 2 - (1 + c ^ 2) * Q) ≤ |U / 2| * (1 + 2 * |Q|) := by
      refine (le_abs_self _).trans ?_
      rw [abs_mul]
      exact mul_le_mul_of_nonneg_left h2 (abs_nonneg _)
    have h5 : h - A + U / 2 * (s ^ 2 - (1 + c ^ 2) * Q) ≤ M := by
      rw [hM]
      linarith [le_abs_self (h - A)]
    have h6 := mul_le_mul_of_nonneg_left h5 (sq_nonneg s)
    have h7 : c ^ 2 * A + 2 * c * s * b + s ^ 2 * h + U / 2 * (c ^ 4 * Q + s ^ 4)
        - (A + U / 2 * Q)
        = 2 * c * s * b + s ^ 2 * (h - A + U / 2 * (s ^ 2 - (1 + c ^ 2) * Q)) := by
      linear_combination (A + U / 2 * Q * (c ^ 2 + 1)) * hcs
    linarith [hmin c s hcs]
  -- the angle with tangent `-b / (M + 1)` lowers the energy unless `b = 0`
  have hb2 : 0 < b ^ 2 := by positivity
  have hpos : 0 < (M + 1) ^ 2 + b ^ 2 := by positivity
  obtain ⟨r, hr⟩ : ∃ r : ℝ, r ^ 2 = (M + 1) ^ 2 + b ^ 2 := ⟨_, Real.sq_sqrt hpos.le⟩
  have hr2 : 0 < r ^ 2 := by rw [hr]; exact hpos
  have hk := key ((M + 1) / r) (-b / r) (by
    rw [div_pow, div_pow, neg_sq, ← add_div, ← hr]
    exact div_self hr2.ne')
  have he : 2 * ((M + 1) / r) * (-b / r) * b + (-b / r) ^ 2 * M
      = b ^ 2 * (-M - 2) / r ^ 2 := by ring
  rw [he] at hk
  exact absurd hk (not_le.mpr
    (div_neg_of_neg_of_pos (mul_neg_of_pos_of_neg hb2 (by linarith)) hr2))
```

To apply it, we need the norm and the quartic term of $y$. Because $x_k=0$, the two parts of $y$ live on different sites, and for every power $p\ge1$

$$\sum_i y_i^p=c^p\sum_i x_i^p+s^p.$$

The case $p=2$ shows that $y$ is normalized, and $p=4$ gives the interaction energy. Lean writes $e_k$ as `Pi.single k 1`.

```lean
variable [DecidableEq n]

/-- For an exponent `p ≠ 0`, the power sum of the combination `c x + s e_k` with an empty site `k`
of `x` splits into the two parts. -/
lemma sum_pow_rotate {x : n → ℝ} {k : n} (hk : x k = 0) (c s : ℝ) {p : ℕ} (hp : p ≠ 0) :
    ∑ i, (c • x + s • (Pi.single k 1 : n → ℝ)) i ^ p = c ^ p * ∑ i, x i ^ p + s ^ p := by
  have h : ∀ i, (c • x + s • (Pi.single k 1 : n → ℝ)) i ^ p
      = c ^ p * x i ^ p + s ^ p * (Pi.single k 1 : n → ℝ) i := by
    intro i
    by_cases hi : i = k
    · subst hi
      simp [hk, hp]
    · simp [hi, mul_pow]
  have h1 : ∑ i, (Pi.single k 1 : n → ℝ) i = 1 := by simp [Pi.single_apply]
  rw [Finset.sum_congr rfl fun i _ => h i, Finset.sum_add_distrib, ← Finset.mul_sum,
    ← Finset.mul_sum, h1, mul_one]
```

The quadratic part has the cross terms $cs\,\langle x,He_k\rangle+cs\,\langle e_k,Hx\rangle$. Symmetry of $H$ makes both equal to $cs\,(Hx)_k$; this is `hxs`. The energy then has the form required above, and $(Hx)_k=0$ follows. The same condition can be read off the stationary equation $(Hx)_i+Ux_i^3=\mu x_i$ at $i=k$, where $\mu$ is the Lagrange multiplier of the norm.

```lean
/-- For symmetric `H`, if a ground state vanishes on site `k`, the total hopping amplitude `(Hx)(k)`
into that site vanishes too. -/
theorem IsGroundState.hopping_eq_zero {H : Matrix n n ℝ} {U : ℝ} {x : n → ℝ}
    (hH : H.IsSymm) (hx : IsGroundState H U x) {k : n} (hk : x k = 0) :
    (H *ᵥ x) k = 0 := by
  have hs : ∀ v : n → ℝ, (Pi.single k 1 : n → ℝ) ⬝ᵥ v = v k := fun v => by
    simp [dotProduct, Pi.single_apply]
  have hcol : ∀ i, (H *ᵥ (Pi.single k 1 : n → ℝ)) i = H i k := fun i => by
    simp [mulVec, dotProduct, Pi.single_apply]
  have hxs : x ⬝ᵥ (H *ᵥ (Pi.single k 1 : n → ℝ)) = (H *ᵥ x) k := by
    change ∑ i, x i * (H *ᵥ (Pi.single k 1 : n → ℝ)) i = ∑ i, H k i * x i
    exact Finset.sum_congr rfl fun i _ => by rw [hcol, hH.apply i k, mul_comm]
  apply first_order_vanishes (A := x ⬝ᵥ (H *ᵥ x)) (h := H k k) (U := U) (Q := ∑ i, x i ^ 4)
  intro c s hcs
  have hE := hx.2 (c • x + s • (Pi.single k 1 : n → ℝ)) (by
    rw [sum_pow_rotate hk c s two_ne_zero, hx.1, mul_one, hcs])
  unfold energy at hE
  rw [sum_pow_rotate hk c s four_ne_zero] at hE
  simp only [mulVec_add, mulVec_smul, add_dotProduct, dotProduct_add, smul_dotProduct,
    dotProduct_smul, smul_eq_mul, hs, hcol, hxs] at hE
  linarith
```

## No site is empty

Take $m$ with $x_m\neq0$ and suppose $x_k=0$, so $k\neq m$. Multiplying $(Hx)_k=0$ by $x_m$ gives

$$\sum_jH_{kj}\,x_jx_m=0.$$

The term $j=k$ is zero, and the others are at most zero because $H_{kj}<0$ and $x_jx_m\ge0$. A vanishing sum of such terms has only vanishing terms, but the term $j=m$ is $H_{km}x_m^2<0$. This contradiction shows that every component is nonzero, and $x_ix_m\ge0$ then gives each one the sign of $x_m$.

The hypothesis `hH` is the symmetry of $H$ and `hneg` the negative hopping. On a single site `hneg` is empty, and the minimizers are $\pm1$.

```lean
/-- For a real symmetric `H` with strictly negative off-diagonal entries and any real `U`,
every ground state is strictly positive on all sites or strictly negative on all sites. -/
theorem IsGroundState.pos_or_neg {H : Matrix n n ℝ} {U : ℝ} {x : n → ℝ} (hH : H.IsSymm)
    (hneg : ∀ i j, i ≠ j → H i j < 0) (hx : IsGroundState H U x) :
    (∀ i, 0 < x i) ∨ (∀ i, x i < 0) := by
  obtain ⟨m, hm⟩ := exists_occupied hx.1
  have hsign := hx.mul_nonneg hneg
  have hne : ∀ k, x k ≠ 0 := by
    intro k hk
    have h0 : ∑ j, H k j * x j = 0 := hx.hopping_eq_zero hH hk
    -- all hopping terms into `k` have the same sign, so each of them vanishes
    have h1 : ∑ j, H k j * (x j * x m) = 0 := by
      simp only [← mul_assoc]
      rw [← Finset.sum_mul, h0, zero_mul]
    have h2 : ∀ j ∈ Finset.univ, H k j * (x j * x m) ≤ 0 := by
      intro j _
      by_cases hj : k = j
      · subst hj
        simp [hk]
      · exact mul_nonpos_of_nonpos_of_nonneg (hneg k j hj).le (hsign j m)
    have h3 := (Finset.sum_eq_zero_iff_of_nonpos h2).mp h1 m (Finset.mem_univ m)
    have hkm : k ≠ m := by
      rintro rfl
      exact hm hk
    exact mul_ne_zero (hneg k m hkm).ne (mul_ne_zero hm hm) h3
  rcases lt_or_gt_of_ne hm with h | h
  · right
    intro i
    refine lt_of_le_of_ne ?_ (hne i)
    by_contra hi
    linarith [mul_neg_of_pos_of_neg (not_le.mp hi) h, hsign i m]
  · left
    intro i
    refine lt_of_le_of_ne ?_ (hne i).symm
    by_contra hi
    linarith [mul_neg_of_neg_of_pos (not_le.mp hi) h, hsign i m]
```

In a calculation where every off-diagonal entry of $H$ is negative, this gives a test for a converged real amplitude from imaginary-time propagation or self-consistent iteration: a sign change beyond rounding error shows that the state is not the global minimum. Replacing $x$ by $|x|$ then strictly lowers the energy. Passing the test does not establish a global minimum. With two sites, zero on-site energies, hopping $-t$ and $U<-2t$, the uniform state $(1,1)/\sqrt2$ is positive and stationary, yet lies above the minimum.

## A positive ground state exists

The unit sphere is closed and lies in the cube $[-1,1]^n$, so it is compact, and the continuous function $E$ attains its minimum there if there is at least one site. The minimizer has one strict sign. If it is negative, $-x$ is a positive minimizer, because $E(-x)=E(x)$.

```lean
/-- On at least one site, for a real symmetric `H` with strictly negative off-diagonal entries and
every real `U`, there is a ground state that is strictly positive on all sites. -/
theorem exists_positive_groundState [Nonempty n] {H : Matrix n n ℝ} (U : ℝ) (hH : H.IsSymm)
    (hneg : ∀ i j, i ≠ j → H i j < 0) : ∃ x, IsGroundState H U x ∧ ∀ i, 0 < x i := by
  -- the unit sphere is compact and the energy is continuous
  have hcomp : IsCompact {x : n → ℝ | ∑ i, x i ^ 2 = 1} := by
    refine (isCompact_univ_pi fun _ : n => isCompact_Icc (a := (-1 : ℝ)) (b := 1)).of_isClosed_subset
      (isClosed_eq (by fun_prop) continuous_const) ?_
    intro x hx i _
    have h1 := Finset.single_le_sum (f := fun i => x i ^ 2)
      (fun i _ => sq_nonneg (x i)) (Finset.mem_univ i)
    have h2 : x i ^ 2 ≤ 1 := h1.trans_eq hx
    exact ⟨by nlinarith, by nlinarith⟩
  have hcont : Continuous (energy H U) := by
    unfold energy
    simp only [dotProduct, mulVec]
    fun_prop
  obtain ⟨k⟩ := ‹Nonempty n›
  obtain ⟨x, hx, hmin⟩ := hcomp.exists_isMinOn
    ⟨(Pi.single k 1 : n → ℝ), by simp [Pi.single_apply]⟩ hcont.continuousOn
  have hg : IsGroundState H U x := ⟨hx, fun y hy => hmin hy⟩
  rcases hg.pos_or_neg hH hneg with h | h
  · exact ⟨x, hg, h⟩
  · have he : energy H U (-x) = energy H U x := by
      simp [energy, mulVec_neg, (by decide : Even (4 : ℕ)).neg_pow]
    refine ⟨-x, ⟨by simpa using hg.1, fun y hy => ?_⟩, fun i => neg_pos.mpr (h i)⟩
    rw [he]
    exact hg.2 y hy
```

## What happens without hopping

On two sites with $H=0$ and $U\le0$, normalization gives $y_0^4+y_1^4=1-2y_0^2y_1^2\le1$. Hence $E(y)\ge U/2$, which is the energy of $(1,0)$. This ground state has an empty site, so strict negativity of the hopping cannot be weakened to $H_{ij}\le0$ alone.

```lean
/-- On two sites without hopping and with `U ≤ 0`, the amplitude `(1, 0)` is a ground state. -/
theorem localized_without_hopping {U : ℝ} (hU : U ≤ 0) :
    IsGroundState (0 : Matrix (Fin 2) (Fin 2) ℝ) U ![1, 0] := by
  refine ⟨by simp [Fin.sum_univ_two], fun y hy => ?_⟩
  rw [Fin.sum_univ_two] at hy
  have h4 : y 0 ^ 4 + y 1 ^ 4 = 1 - 2 * (y 0 ^ 2 * y 1 ^ 2) := by
    linear_combination (y 0 ^ 2 + y 1 ^ 2 + 1) * hy
  have e1 : energy (0 : Matrix (Fin 2) (Fin 2) ℝ) U ![1, 0] = U / 2 := by
    simp [energy, Fin.sum_univ_two]
  have e2 : energy (0 : Matrix (Fin 2) (Fin 2) ℝ) U y = U / 2 * (y 0 ^ 4 + y 1 ^ 4) := by
    simp [energy, Fin.sum_univ_two]
  rw [e1, e2, h4]
  have hp : 0 ≤ y 0 ^ 2 * y 1 ^ 2 := by positivity
  nlinarith [mul_nonneg_of_nonpos_of_nonpos hU (neg_nonpos.mpr hp)]
```

The strict condition couples every pair of sites, which excludes a nearest-neighbour chain of three or more. A weaker condition that also suffices is $H_{ij}\le0$ for $i\neq j$ together with a connected hopping graph. The argument would change as follows, though the theorems here do not include it: $|x|$ is still a minimizer, a zero of $|x|$ would spread from neighbour to neighbour, and once zeros are excluded the signs must agree along each bond.

## Two ground states always overlap

Let $x$ and $y$ be ground states. Each has one strict sign, so for a fixed site $m$ every product $(x_my_m)(x_iy_i)=(x_mx_i)(y_my_i)$ is positive. Summing over $i$ gives $(x_my_m)\langle x,y\rangle>0$, and therefore $\langle x,y\rangle\neq0$.

```lean
/-- For a real symmetric `H` with strictly negative off-diagonal entries and any real `U`, two
ground states are never orthogonal. -/
theorem IsGroundState.not_orthogonal {H : Matrix n n ℝ} {U : ℝ} {x y : n → ℝ}
    (hH : H.IsSymm) (hneg : ∀ i j, i ≠ j → H i j < 0)
    (hx : IsGroundState H U x) (hy : IsGroundState H U y) : x ⬝ᵥ y ≠ 0 := by
  obtain ⟨m, hm⟩ := exists_occupied hx.1
  -- all products `x i * y i` carry the sign of `x m * y m`
  have hpos : 0 < ∑ i, (x m * y m) * (x i * y i) := by
    refine Finset.sum_pos (fun i _ => ?_) ⟨m, Finset.mem_univ m⟩
    have h1 : 0 < x m * x i := by
      rcases hx.pos_or_neg hH hneg with h | h
      · exact mul_pos (h m) (h i)
      · exact mul_pos_of_neg_of_neg (h m) (h i)
    have h2 : 0 < y m * y i := by
      rcases hy.pos_or_neg hH hneg with h | h
      · exact mul_pos (h m) (h i)
      · exact mul_pos_of_neg_of_neg (h m) (h i)
    calc 0 < (x m * x i) * (y m * y i) := mul_pos h1 h2
      _ = (x m * y m) * (x i * y i) := by ring
  intro h0
  have h0' : ∑ i, x i * y i = 0 := h0
  rw [← Finset.mul_sum, h0', mul_zero] at hpos
  exact lt_irrefl _ hpos

end

end LatticeCondensateSign
```

For $U=0$ this rules out a degenerate lowest eigenvalue, since a degenerate eigenspace contains orthogonal pairs. For $U<0$ uniqueness up to sign can fail: in the two-site example with $U<-2t$, there are two positive ground states, mirror images of each other, with overlap $2t/|U|$.

```lean
#print axioms LatticeCondensateSign.exists_positive_groundState
#print axioms LatticeCondensateSign.localized_without_hopping
#print axioms LatticeCondensateSign.IsGroundState.not_orthogonal
```

```
'LatticeCondensateSign.exists_positive_groundState' depends on axioms: [propext, Classical.choice, Quot.sound]
'LatticeCondensateSign.localized_without_hopping' depends on axioms: [propext, Classical.choice, Quot.sound]
'LatticeCondensateSign.IsGroundState.not_orthogonal' depends on axioms: [propext, Classical.choice, Quot.sound]
```
